# Neglecting the overlap correction in the tight-binding LMTO Hamiltonian never lowers an ordered eigenvalue if $o^{-1}+h$ is positive definite

## The two Hamiltonians

The orbitals form a finite set `n` with $N$ members, and operators are complex matrices on it. In the linear muffin-tin orbital (LMTO) method an orbital is built from a partial wave $\phi$ at a linearisation energy and its energy derivative $\dot\phi$. Three matrices enter:

- $E$ holds the linearisation energies. In practice it is diagonal; here it may be any Hermitian matrix.
- $h$ is the tight-binding Hamiltonian measured from $E$. It mixes $\dot\phi$ into the orbitals.
- $o$ is the overlap of $\phi$ with $\dot\phi$, usually a real diagonal matrix.

In the atomic-sphere approximation, with $\phi$ normalised and the terms containing the squared norm of the part of $\dot\phi$ orthogonal to $\phi$ neglected in the overlap and Hamiltonian matrices, orthogonalising the orbitals gives the Hamiltonian $E+h(1+oh)^{-1}$ for diagonal $E$ and $o$. Neglecting the overlap correction means using $E+h$ instead. The second term of the orthogonalised Hamiltonian is taken as a definition, `orthHamiltonian h o`, and is not derived from the orbitals.

```lean
import Mathlib

open Matrix
open scoped ComplexOrder

namespace TightBindingLMTO

variable {n : Type*} [Fintype n] [DecidableEq n]

/-- The Hamiltonian `h (1 + o h)⁻¹` of the orthogonalised muffin-tin orbitals, relative to the
linearisation energies; its domain is the pairs `h`, `o` with `1 + o h` invertible. -/
noncomputable def orthHamiltonian (h o : Matrix n n ℂ) : Matrix n n ℂ :=
  h * (1 + o * h)⁻¹
```

The expression `star x ⬝ᵥ A *ᵥ x` is $x^\dagger A x$ for an unnormalised vector $x$; for $x\neq0$ the normalised expectation value is $x^\dagger Ax/x^\dagger x$. Below, "expectation value in $x$" means the unnormalised $x^\dagger Ax$. `PosDef` and `PosSemidef` include Hermiticity. The levels `eigenvalues₀ k` are listed in decreasing order with multiplicity, for $k=0,\dots,N-1$.

Write $K=o^{-1}+h$. The assumptions are that $o$ is invertible, $K$ is positive definite, and $h$ and $E$ are Hermitian.

## Invertible $o$: every orbital has a nonzero overlap parameter

For diagonal $o$, invertibility means that no diagonal entry vanishes. By hand it is used to factor

$$1+oh=o\,(o^{-1}+h)=oK .$$

The hypothesis `ho : IsUnit o` does the same work in Lean: it supplies $oo^{-1}=1$.

```lean
/-- For invertible `o`, the matrix `1 + o h` factorises as `o (o⁻¹ + h)`. -/
theorem one_add_factor {h o : Matrix n n ℂ} (ho : IsUnit o) :
    1 + o * h = o * (o⁻¹ + h) := by
  rw [mul_add, Matrix.mul_nonsing_inv o ((Matrix.isUnit_iff_isUnit_det o).mp ho)]
```

Take $o=0$ and $h=1$ on one orbital. The correction $h-h(1+oh)^{-1}$ is then zero, so its expectation value vanishes in every $x$, although $hx=0$ only for $x=0$. The criterion for a vanishing correction therefore fails at $o=0$. Lean sets the inverse of a singular matrix to zero, so $K$ would read as $h=1$ and positivity of $K$ would not exclude this case.

## Positive definite $o^{-1}+h$: for positive $o$, no level too far below the linearisation energy

For one orbital with $o>0$, the condition is $h>-1/o$. The level lies above the pole of $h/(1+oh)$. For one orbital with $o<0$ the condition is instead $h>1/|o|$, so a small negative $o$ with moderate $h$ is excluded; the correction $h^2/(o^{-1}+h)$ is then negative for $h\neq0$. For positive diagonal $o$ and several orbitals, it says that $1+o^{1/2}ho^{1/2}$ is positive definite.

A positive definite $K$ is invertible, so $1+oh=oK$ is invertible with inverse $K^{-1}o^{-1}$. Since $K-o^{-1}=h$,

$$h-h(1+oh)^{-1}=hK^{-1}K-hK^{-1}o^{-1}=hK^{-1}(K-o^{-1})=hK^{-1}h .$$

The `calc` block in `overlap_correction_eq` follows this line: `e` is $K^{-1}K=1$, and the common factor $hK^{-1}$ is then taken out.

```lean
/-- If `o` is invertible and `o⁻¹ + h` is positive definite, the overlap correction
`h - h (1 + o h)⁻¹` equals `h (o⁻¹ + h)⁻¹ h`. -/
theorem overlap_correction_eq {h o : Matrix n n ℂ} (ho : IsUnit o)
    (hK : (o⁻¹ + h).PosDef) :
    h - orthHamiltonian h o = h * (o⁻¹ + h)⁻¹ * h := by
  have e : (o⁻¹ + h)⁻¹ * (o⁻¹ + h) = 1 :=
    Matrix.nonsing_inv_mul _ ((Matrix.isUnit_iff_isUnit_det _).mp hK.isUnit)
  rw [orthHamiltonian, one_add_factor ho, Matrix.mul_inv_rev]
  calc h - h * ((o⁻¹ + h)⁻¹ * o⁻¹)
      = h * ((o⁻¹ + h)⁻¹ * (o⁻¹ + h)) - h * ((o⁻¹ + h)⁻¹ * o⁻¹) := by rw [e, mul_one]
    _ = h * (o⁻¹ + h)⁻¹ * h := by
      rw [← mul_sub, ← mul_sub, add_sub_cancel_left, mul_assoc]
```

This identity uses the invertibility of $o$ and of $K$, but not the positivity of $K$. That positivity gives the correction its sign in the next step, and the example $o=1$, $h=-2$ at the end shows the sign reversed without it.

## Hermitian $h$: the correction becomes a nonnegative quadratic form

Hermiticity of $h$ makes its eigenvalues real. By hand it moves the left factor $h$ onto the vector:

$$x^\dagger hK^{-1}h\,x=(hx)^\dagger K^{-1}(hx)\ge 0 .$$

Because $K^{-1}$ is positive definite, the value is zero exactly when $hx=0$. The expectation value of the correction thus vanishes in a state only if $h$ annihilates that state.

In words, `overlap_correction_posSemidef` says that $1+oh$ is invertible, that $h-h(1+oh)^{-1}$ is positive semidefinite, and that its expectation value in $x$ is zero if and only if $hx=0$. The proof has the same three parts. The factorisation gives invertibility, congruence with $h$ gives positivity, and `key` is the displayed equation. If $hx\neq0$, `hK.inv` makes the right-hand side strictly positive, which contradicts a zero expectation value.

```lean
/-- Let `h` be Hermitian, `o` invertible and `o⁻¹ + h` positive definite. Then `1 + o h` is
invertible, `h - h (1 + o h)⁻¹` is positive semidefinite, and for any vector `x` its quadratic form
`x† (h - h (1 + o h)⁻¹) x` vanishes exactly when `h x = 0`. -/
theorem overlap_correction_posSemidef {h o : Matrix n n ℂ} (hh : h.IsHermitian)
    (ho : IsUnit o) (hK : (o⁻¹ + h).PosDef) :
    IsUnit (1 + o * h) ∧ (h - orthHamiltonian h o).PosSemidef ∧
      ∀ x : n → ℂ, star x ⬝ᵥ (h - orthHamiltonian h o) *ᵥ x = 0 ↔ h *ᵥ x = 0 := by
  rw [overlap_correction_eq ho hK]
  refine ⟨?_, ?_, fun x => ?_⟩
  · rw [one_add_factor ho]
    exact ho.mul hK.isUnit
  · have hp := hK.inv.posSemidef.conjTranspose_mul_mul_same h
    rwa [hh.eq] at hp
  · -- the expectation value in x is that of (o⁻¹ + h)⁻¹ in h x
    have key : star x ⬝ᵥ (h * (o⁻¹ + h)⁻¹ * h) *ᵥ x
        = star (h *ᵥ x) ⬝ᵥ ((o⁻¹ + h)⁻¹ *ᵥ (h *ᵥ x)) := by
      rw [Matrix.star_mulVec, hh.eq, ← Matrix.dotProduct_mulVec]
      simp only [Matrix.mulVec_mulVec, mul_assoc]
    constructor
    · intro h0
      by_contra hne
      have hpos := hK.inv.dotProduct_mulVec_pos hne
      rw [← key, h0] at hpos
      exact lt_irrefl _ hpos
    · intro hx
      rw [key, hx]
      simp
```

The orthogonalised term is $h$ minus a Hermitian correction, so it is Hermitian as well and has real levels.

```lean
/-- For `h` Hermitian, `o` invertible and `o⁻¹ + h` positive definite, the Hamiltonian
`h (1 + o h)⁻¹` is Hermitian. -/
theorem orthHamiltonian_isHermitian {h o : Matrix n n ℂ} (hh : h.IsHermitian)
    (ho : IsUnit o) (hK : (o⁻¹ + h).PosDef) : (orthHamiltonian h o).IsHermitian := by
  have hd := hh.sub (overlap_correction_posSemidef hh ho hK).2.1.isHermitian
  rwa [sub_sub_cancel] at hd
```

If $o$ is Hermitian, as for real diagonal $o$, then $h=K-o^{-1}$ is Hermitian automatically. For non-Hermitian $o$ it never is, since $K$ is Hermitian and $o^{-1}$ is not. On one orbital take $h=i$ and $o=1/(1-i)$. Then $K=1$ is positive, but the correction is $hK^{-1}h=i^2=-1$.

## Hermitian $E$: levels that can be ordered

With $E$ Hermitian, both $A=E+h(1+oh)^{-1}$ and $B=E+h$ are Hermitian, and $B-A=hK^{-1}h$ is positive semidefinite. Without this assumption the levels need not be real: a single orbital with $E=i$ and $h=0$ has the eigenvalue $i$.

To compare levels, let $a_0\ge\dots\ge a_{N-1}$ be the eigenvalues of $A$ with orthonormal eigenvectors $u_j$, and let $b_j$ and $v_j$ be those of $B$ in the same order. Then

$$x^\dagger Ax=\sum_j a_j|u_j^\dagger x|^2,\qquad x^\dagger x=\sum_j|u_j^\dagger x|^2 ,$$

and likewise for $B$. The next two lemmas establish these expansions, first for a matrix $UdU^\dagger$ with real diagonal $d$ and then for any Hermitian matrix through the spectral theorem. The norm formula is the case $d=1$.

```lean
/-- For any vector `x`, normalised or not, the real part of `x† (U d U†) x`, with `d` real diagonal,
is the sum of the entries of `d` weighted by the squared moduli of the components of `U† x`. -/
theorem expectation_diagonal (U : Matrix n n ℂ) (d : n → ℝ) (x : n → ℂ) :
    (star x ⬝ᵥ (U * diagonal (fun j => (d j : ℂ)) * Uᴴ) *ᵥ x).re
      = ∑ j, d j * ‖(Uᴴ *ᵥ x) j‖ ^ 2 := by
  have key : star x ⬝ᵥ (U * diagonal (fun j => (d j : ℂ)) * Uᴴ) *ᵥ x
      = star (Uᴴ *ᵥ x) ⬝ᵥ (diagonal (fun j => (d j : ℂ)) *ᵥ (Uᴴ *ᵥ x)) := by
    rw [Matrix.star_mulVec, Matrix.conjTranspose_conjTranspose, ← Matrix.dotProduct_mulVec]
    simp only [Matrix.mulVec_mulVec, mul_assoc]
  rw [key, dotProduct, Complex.re_sum]
  refine Finset.sum_congr rfl fun j _ => ?_
  rw [Matrix.mulVec_diagonal, Pi.star_apply, Complex.sq_norm, Complex.normSq_apply]
  generalize (Uᴴ *ᵥ x) j = z
  simp only [Complex.star_def, Complex.mul_re, Complex.mul_im, Complex.conj_re,
    Complex.conj_im, Complex.ofReal_re, Complex.ofReal_im]
  ring

/-- For Hermitian `A` and any vector `x`, normalised or not, the real part of `x† A x` is the sum of
the eigenvalues of `A` weighted by the squared amplitudes of `x` on the eigenvectors, and these
weights add up to the squared norm. -/
theorem expectation_spectral {A : Matrix n n ℂ} (hA : A.IsHermitian) (x : n → ℂ) :
    (star x ⬝ᵥ A *ᵥ x).re = ∑ j, hA.eigenvalues j *
        ‖((hA.eigenvectorUnitary : Matrix n n ℂ)ᴴ *ᵥ x) j‖ ^ 2 ∧
      (star x ⬝ᵥ x).re = ∑ j, ‖((hA.eigenvectorUnitary : Matrix n n ℂ)ᴴ *ᵥ x) j‖ ^ 2 := by
  constructor
  · have hs := hA.spectral_theorem
    rw [Unitary.conjStarAlgAut_apply] at hs
    conv_lhs => rw [hs]
    exact expectation_diagonal _ _ x
  · have h1 := expectation_diagonal (hA.eigenvectorUnitary : Matrix n n ℂ) (fun _ => 1) x
    have hU : (hA.eigenvectorUnitary : Matrix n n ℂ) *
        (hA.eigenvectorUnitary : Matrix n n ℂ)ᴴ = 1 :=
      Matrix.mem_unitaryGroup_iff.mp hA.eigenvectorUnitary.2
    simp only [Complex.ofReal_one, Matrix.diagonal_one, mul_one, hU, Matrix.one_mulVec,
      one_mul] at h1
    exact h1
```

Fix $k$. Require $u_j^\dagger x=0$ for $j>k$ and $v_j^\dagger x=0$ for $j<k$. These are $(N-1-k)+k=N-1$ linear conditions on $N$ components, so some $x\neq0$ satisfies them all. Only $a_j\ge a_k$ contribute to $x^\dagger Ax$, and only $b_j\le b_k$ to $x^\dagger Bx$. Hence

$$a_k\,x^\dagger x\le x^\dagger Ax\le x^\dagger Bx\le b_k\,x^\dagger x ,$$

and division by $x^\dagger x>0$ gives $a_k\le b_k$.

In `eigenvalues_mono` the conditions are the rows of a square matrix `M`, with a zero row in the place of index $k$. Its determinant is therefore zero, which yields the vector $x$. The map `e` translates between positions in the ordered list and orbital labels. `hU` and `hV` are the orthogonality conditions, `lo`, `mid` and `hi` are the three inequalities from left to right, and `pos` allows the division.

```lean
/-- Weyl monotonicity: if `B - A` is positive semidefinite for Hermitian `A` and `B`, each
eigenvalue of `A`, in decreasing order, is at most the corresponding eigenvalue of `B`. -/
theorem eigenvalues_mono {A B : Matrix n n ℂ} (hA : A.IsHermitian) (hB : B.IsHermitian)
    (hAB : (B - A).PosSemidef) (k : Fin (Fintype.card n)) :
    hA.eigenvalues₀ k ≤ hB.eigenvalues₀ k := by
  let e : Fin (Fintype.card n) ≃ n := Fintype.equivOfCardEq (Fintype.card_fin _)
  -- orthogonality to the later eigenvectors of A and the earlier ones of B; row k is free
  let M : Matrix n n ℂ := Matrix.of fun p q =>
    if p = e k then 0 else if k < e.symm p then (hA.eigenvectorUnitary : Matrix n n ℂ)ᴴ p q
      else (hB.eigenvectorUnitary : Matrix n n ℂ)ᴴ p q
  have hdet : M.det = 0 := Matrix.det_eq_zero_of_row_eq_zero (e k) (fun q => by simp [M])
  obtain ⟨x, hx0, hx⟩ := Matrix.exists_mulVec_eq_zero_iff.mpr hdet
  have hU : ∀ p, k < e.symm p →
      ((hA.eigenvectorUnitary : Matrix n n ℂ)ᴴ *ᵥ x) p = 0 := by
    intro p hp
    have hne : p ≠ e k := by
      intro h
      rw [h, e.symm_apply_apply] at hp
      exact lt_irrefl _ hp
    have hr : M p = (hA.eigenvectorUnitary : Matrix n n ℂ)ᴴ p := by
      funext q
      simp only [M, Matrix.of_apply, if_neg hne, if_pos hp]
    change (hA.eigenvectorUnitary : Matrix n n ℂ)ᴴ p ⬝ᵥ x = 0
    rw [← hr]
    exact congrFun hx p
  have hV : ∀ p, e.symm p < k →
      ((hB.eigenvectorUnitary : Matrix n n ℂ)ᴴ *ᵥ x) p = 0 := by
    intro p hp
    have hne : p ≠ e k := by
      intro h
      rw [h, e.symm_apply_apply] at hp
      exact lt_irrefl _ hp
    have hr : M p = (hB.eigenvectorUnitary : Matrix n n ℂ)ᴴ p := by
      funext q
      simp only [M, Matrix.of_apply, if_neg hne, if_neg (not_lt_of_ge hp.le)]
    change (hB.eigenvectorUnitary : Matrix n n ℂ)ᴴ p ⬝ᵥ x = 0
    rw [← hr]
    exact congrFun hx p
  obtain ⟨hA1, hA2⟩ := expectation_spectral hA x
  obtain ⟨hB1, hB2⟩ := expectation_spectral hB x
  have lo : hA.eigenvalues₀ k * (star x ⬝ᵥ x).re ≤ (star x ⬝ᵥ A *ᵥ x).re := by
    rw [hA1, hA2, Finset.mul_sum]
    refine Finset.sum_le_sum fun p _ => ?_
    by_cases hp : k < e.symm p
    · simp [hU p hp]
    · exact mul_le_mul_of_nonneg_right (hA.eigenvalues₀_antitone (not_lt.mp hp)) (sq_nonneg _)
  have hi : (star x ⬝ᵥ B *ᵥ x).re ≤ hB.eigenvalues₀ k * (star x ⬝ᵥ x).re := by
    rw [hB1, hB2, Finset.mul_sum]
    refine Finset.sum_le_sum fun p _ => ?_
    by_cases hp : e.symm p < k
    · simp [hV p hp]
    · exact mul_le_mul_of_nonneg_right (hB.eigenvalues₀_antitone (not_lt.mp hp)) (sq_nonneg _)
  have mid : (star x ⬝ᵥ A *ᵥ x).re ≤ (star x ⬝ᵥ B *ᵥ x).re := by
    have h1 := hAB.dotProduct_mulVec_nonneg x
    rw [Matrix.sub_mulVec, dotProduct_sub] at h1
    have h2 := (Complex.le_def.mp h1).1
    simp only [Complex.zero_re, Complex.sub_re] at h2
    linarith
  have pos : 0 < (star x ⬝ᵥ x).re := by
    have h1 := (Matrix.PosDef.one : (1 : Matrix n n ℂ).PosDef).dotProduct_mulVec_pos hx0
    rw [Matrix.one_mulVec] at h1
    exact (Complex.lt_def.mp h1).1
  exact le_of_mul_le_mul_right (lo.trans (mid.trans hi)) pos
```

The final theorem applies this to $A$ and $B$. The common $E$ cancels from the difference, which leaves the positive semidefinite correction.

```lean
/-- Neglecting the overlap correction never lowers an ordered eigenvalue: for `E` and `h`
Hermitian, `o` invertible and `o⁻¹ + h` positive definite, each eigenvalue of
`E + h (1 + o h)⁻¹` is at most the corresponding eigenvalue of `E + h`. -/
theorem neglecting_overlap_raises_levels {E h o : Matrix n n ℂ} (hE : E.IsHermitian)
    (hh : h.IsHermitian) (ho : IsUnit o) (hK : (o⁻¹ + h).PosDef)
    (k : Fin (Fintype.card n)) :
    (hE.add (orthHamiltonian_isHermitian hh ho hK)).eigenvalues₀ k
      ≤ (hE.add hh).eigenvalues₀ k := by
  apply eigenvalues_mono
  rw [add_sub_add_left_eq_sub]
  exact (overlap_correction_posSemidef hh ho hK).2.1
```

In an electronic-structure calculation with a finite one-electron LMTO basis and positive definite $K$, each level of the simpler Hamiltonian $E+h$ is thus an upper bound for the corresponding level of $E+h(1+oh)^{-1}$ built from the same $E$, $h$ and $o$. Two separate self-consistent calculations would in general have different matrices, and the theorem does not compare them. The theorem gives no size for the shift, and it does not compare either set of levels with the exact solution of the muffin-tin potential.

## A dimer that meets the conditions

Two orbitals with hopping $1$ and $o=1/2$ on each satisfy the assumptions on $h$ and $o$. Here

$$K=\begin{pmatrix}2&1\\1&2\end{pmatrix}=1+\begin{pmatrix}1&1\\1&1\end{pmatrix},$$

and the last matrix is $G^\dagger G$ with $G=\begin{pmatrix}1&1\\0&0\end{pmatrix}$, so $K$ is positive definite. `dimer_witness` checks the three conditions in this way.

```lean
/-- Two orbitals with hopping `1` and `o = 1/2` on each orbital: `h` is Hermitian, `o` is
invertible and `o⁻¹ + h` is positive definite. -/
theorem dimer_witness :
    (!![0, 1; 1, 0] : Matrix (Fin 2) (Fin 2) ℂ).IsHermitian ∧
      IsUnit (!![1/2, 0; 0, 1/2] : Matrix (Fin 2) (Fin 2) ℂ) ∧
      ((!![1/2, 0; 0, 1/2] : Matrix (Fin 2) (Fin 2) ℂ)⁻¹ + !![0, 1; 1, 0]).PosDef := by
  refine ⟨?_, ?_, ?_⟩
  · ext i j
    fin_cases i <;> fin_cases j <;> simp
  · exact (Matrix.isUnit_iff_isUnit_det _).mpr (by simp [Matrix.det_fin_two])
  · have hinv : (!![1/2, 0; 0, 1/2] : Matrix (Fin 2) (Fin 2) ℂ)⁻¹ = !![2, 0; 0, 2] :=
      Matrix.inv_eq_right_inv (by
        ext i j
        fin_cases i <;> fin_cases j <;> simp [Matrix.mul_apply, Fin.sum_univ_succ])
    -- the sum is the identity plus a Gram matrix
    have hg : (!![2, 0; 0, 2] : Matrix (Fin 2) (Fin 2) ℂ) + !![0, 1; 1, 0]
        = 1 + (!![1, 1; 0, 0] : Matrix (Fin 2) (Fin 2) ℂ)ᴴ * !![1, 1; 0, 0] := by
      ext i j
      fin_cases i <;> fin_cases j <;> norm_num [Matrix.mul_apply, Fin.sum_univ_succ]
    rw [hinv, hg]
    exact Matrix.PosDef.one.add_posSemidef (Matrix.posSemidef_conjTranspose_mul_self _)
```

For $E=0$, the levels of $h$ are $1$ and $-1$. The map $\varepsilon\mapsto\varepsilon/(1+\varepsilon/2)$ sends them to $2/3$ and $-2$, so both levels are higher when the correction is neglected.

## A level below the pole: $o=1$, $h=-2$

Now let $o=1$ and $h=-2$, both times the identity. Then $1+oh=-1$ is invertible, but $K=-1$ is not positive definite. The orthogonalised term is $(-2)(-1)^{-1}=2$, and the correction is $-2-2=-4$. With $E=0$ and at least one orbital, neglecting the correction lowers every level from $2$ to $-2$. A positive $o$ together with an invertible $1+oh$ is therefore not enough for the result.

The proof of `correction_negative_example` evaluates $1+oh$ and its inverse, and then the difference.

```lean
/-- For `o = 1` and `h = -2` times the identity, `1 + o h` is invertible, but
`h - h (1 + o h)⁻¹` is `-4` times the identity. -/
theorem correction_negative_example :
    IsUnit (1 + 1 * ((-2 : ℂ) • (1 : Matrix n n ℂ))) ∧
      (-2 : ℂ) • (1 : Matrix n n ℂ) - orthHamiltonian ((-2 : ℂ) • 1) 1
        = (-4 : ℂ) • (1 : Matrix n n ℂ) := by
  have e : 1 + 1 * ((-2 : ℂ) • (1 : Matrix n n ℂ)) = -1 := by
    rw [one_mul]
    module
  have hinv : (-1 : Matrix n n ℂ)⁻¹ = -1 := Matrix.inv_eq_right_inv (by simp)
  constructor
  · rw [e]
    exact isUnit_one.neg
  · rw [orthHamiltonian, e, hinv, mul_neg, mul_one]
    module

end TightBindingLMTO
```

```lean
#print axioms TightBindingLMTO.neglecting_overlap_raises_levels
#print axioms TightBindingLMTO.correction_negative_example
```

```
'TightBindingLMTO.neglecting_overlap_raises_levels' depends on axioms: [propext, Classical.choice, Quot.sound]
'TightBindingLMTO.correction_negative_example' depends on axioms: [propext, Classical.choice, Quot.sound]
```
